# Bra-first and ket-first recurrences give the same Rys two-dimensional integrals

Let $I(n,m)$, with $n,m=0,1,2,\dots$, be a table of elements of a commutative ring, and let $B,B',C,D,G$ be fixed elements of that ring. Suppose that the edge $m=0$ obeys

$$I(n+1,0)=C\,I(n,0)+nB\,I(n-1,0) \tag{1}$$

and that the whole table obeys the ket recurrence

$$I(n,m+1)=D\,I(n,m)+mB'\,I(n,m-1)+nG\,I(n-1,m). \tag{2}$$

Then the bra recurrence holds everywhere, with the same coupling $G$:

$$I(n+1,m)=C\,I(n,m)+nB\,I(n-1,m)+mG\,I(n,m-1). \tag{3}$$

Terms with a factor $n=0$ or $m=0$ are absent. It follows that filling the table bra-first or ket-first from the same $I(0,0)$ gives the same integrals.

In Rys quadrature, an electron repulsion integral over primitive Cartesian Gaussian functions becomes a weighted sum over roots of products of three factors, one for each Cartesian direction. The bra is the pair of functions of electron 1, and the ket is the pair of functions of electron 2. Each factor is an entry $I(n,m)$ of such a table if the functions carry powers on only one bra centre and one ket centre, and a linear combination of entries otherwise. At a fixed root and in one direction, $I(n,m)$ is the integral of $(x_1-a)^n(x_2-b)^m$ over a Gaussian weight in the coordinates $x_1,x_2$ of the two electrons, where $a$ and $b$ are the chosen bra and ket centres. Here $C$ and $D$ are the means of $x_1-a$ and $x_2-b$ under the normalised weight, $B$ and $B'$ are their variances, and $G$ is their covariance. The covariance is symmetric in the two electrons, so one $G$ serves both recurrences. For an integral program, the result means that the table at one root and in one direction may be filled in either order, up to rounding.

## Raising both indices by hand

The proof of (3) goes by induction on $m$, for all $n$ together. At $m=0$, (3) is (1). Now assume (3) in all rows up to $m$, and consider row $m+1$. The ket recurrence (2) gives

$$I(n+1,m+1)=D\,I(n+1,m)+mB'\,I(n+1,m-1)+(n+1)G\,I(n,m).$$

Insert (3) for the first two integrals on the right, which lie in rows $m$ and $m-1$:

$$\begin{aligned}
I(n+1,m+1)={}&C\,[D\,I(n,m)+mB'\,I(n,m-1)]\\
&+nB\,[D\,I(n-1,m)+mB'\,I(n-1,m-1)]\\
&+G\,[mD\,I(n,m-1)+m(m-1)B'\,I(n,m-2)+(n+1)I(n,m)].
\end{aligned}$$

By (2), the first bracket is $I(n,m+1)-nG\,I(n-1,m)$ and the second, wherever its factor $n$ is not zero, is $I(n-1,m+1)-(n-1)G\,I(n-2,m)$. Hence

$$I(n+1,m+1)=C\,I(n,m+1)+nB\,I(n-1,m+1)+G\,X,$$

where

$$\begin{aligned}
X={}&(n+1)I(n,m)+[mD\,I(n,m-1)+m(m-1)B'\,I(n,m-2)]\\
&-[nC\,I(n-1,m)+n(n-1)B\,I(n-2,m)].
\end{aligned}$$

It remains to show that $X=(m+1)I(n,m)$. Lowering the second index of $m\,I(n,m)$ by (2) shows that the first bracket in $X$ is

$$m\,I(n,m)-nmG\,I(n-1,m-1).$$

Lowering the first index of $n\,I(n,m)$ by (3), which is known in row $m$, shows that the second bracket is

$$n\,I(n,m)-nmG\,I(n-1,m-1).$$

The terms with $I(n-1,m-1)$ cancel in the difference, and $X=(n+1+m-n)\,I(n,m)=(m+1)\,I(n,m)$. This is (3) in row $m+1$.

## From a consistent table to path independence

The value $I(0,0)$ and (1) determine the edge, and (2) then determines each further row. So two tables that obey (1) and (2) with the same coefficients and agree at $(0,0)$ are equal.

Now fill a table ket-first: generate the edge $n=0$ with $D$ and $B'$, then raise $n$ by (3). This is the bra-first construction with the two indices exchanged, along with $B\leftrightarrow B'$ and $C\leftrightarrow D$. The result just derived, applied to the exchanged table, says that the ket-first table also obeys (2). Its edge $m=0$ obeys (1), since (3) reduces to (1) there. By uniqueness it equals the bra-first table.

The shared coupling matters already at $I(1,1)$. Suppose that one table obeys the ket recurrence with coupling $G$ and the bra recurrence with coupling $G'$. Then both paths must lead to the same entry:

$$I(1,1)=D\,I(1,0)+G\,I(0,0)=C\,I(0,1)+G'\,I(0,0).$$

Since $I(1,0)=C\,I(0,0)$ and $I(0,1)=D\,I(0,0)$, the terms with $CD$ cancel, leaving $G\,I(0,0)=G'\,I(0,0)$. Over the real numbers, with $I(0,0)\neq0$, this means $G=G'$.

If $G=0$, (2) becomes a recurrence in $m$ alone, with the same coefficients for every $n$. Multiply it by $I(0,0)$ and use induction on $m$:

$$\begin{aligned}
I(n,m+1)I(0,0)&=D\,I(n,0)I(0,m)+mB'\,I(n,0)I(0,m-1)\\
&=I(n,0)I(0,m+1).
\end{aligned}$$

The case $m=0$ is an identity. Thus $I(n,m)I(0,0)=I(n,0)I(0,m)$: with no covariance, the integral separates into a bra factor and a ket factor.

## The recurrences as predicates on a table

The coefficients and integrals live in an arbitrary commutative ring `R`. Real numbers are the usual case, but polynomials in the coefficients are also allowed.

```lean
import Mathlib

namespace RysPathIndependence

variable {R : Type*} [CommRing R]
```

A table is a function `I : ℕ → ℕ → R`, with the bra index first. The predicate `BraEdge B C I` says that (1) holds for every `n`. In Lean, `n - 1` is `0` when `n = 0`, but the factor `n` removes that term.

```lean
/-- The bra recurrence on the edge `m = 0` of a table of two-dimensional integrals:
`I(n+1,0) = C I(n,0) + n B I(n-1,0)`, where the last term is absent for `n = 0`. -/
def BraEdge (B C : R) (I : ℕ → ℕ → R) : Prop :=
  ∀ n, I (n + 1) 0 = C * I n 0 + n * B * I (n - 1) 0
```

`KetStep B' D G I` is (2) at every pair of indices.

```lean
/-- The ket recurrence, which raises the second index anywhere in the table:
`I(n,m+1) = D I(n,m) + m B' I(n,m-1) + n G I(n-1,m)`.
Terms with a factor `n = 0` or `m = 0` are absent. -/
def KetStep (B' D G : R) (I : ℕ → ℕ → R) : Prop :=
  ∀ n m, I n (m + 1) = D * I n m + m * B' * I n (m - 1) + n * G * I (n - 1) m
```

`BraStep B C G I` is (3) at every pair of indices. It is the conclusion of the main theorem, not one of its hypotheses.

```lean
/-- The bra recurrence, which raises the first index anywhere in the table:
`I(n+1,m) = C I(n,m) + n B I(n-1,m) + m G I(n,m-1)`.
Terms with a factor `n = 0` or `m = 0` are absent. -/
def BraStep (B C G : R) (I : ℕ → ℕ → R) : Prop :=
  ∀ n m, I (n + 1) m = C * I n m + n * B * I (n - 1) m + m * G * I n (m - 1)
```

These predicates take the recurrences as given. Their derivation from the Gaussian integral, the formulas for the coefficients, the roots and weights, and the later transfer of powers between centres do not enter.

## The bra recurrence in every row

The theorem `braStep_of_ketStep` turns (1) and (2) into (3). Strong induction supplies the rows $m$ and $m-1$ together, and `generalizing n` makes each row available for every bra index.

```lean
/-- If a table obeys the bra recurrence on its edge `m = 0` and the ket recurrence everywhere,
then it obeys the bra recurrence everywhere, with the same coupling `G`. -/
theorem braStep_of_ketStep {B B' C D G : R} {I : ℕ → ℕ → R}
    (h0 : BraEdge B C I) (hk : KetStep B' D G I) : BraStep B C G I := by
  intro n m
  induction m using Nat.strong_induction_on generalizing n with
  | _ m ih =>
    rcases m with _ | m
    · simpa using h0 n
    · -- lower the first index of `n I(n,m)` by the bra rule already known at `m`
      have e1 : (n : R) * I n m = n * (C * I (n - 1) m
          + ((n - 1 : ℕ) : R) * B * I (n - 1 - 1) m + m * G * I (n - 1) (m - 1)) := by
        rcases n with _ | k
        · simp
        · rw [ih m (by omega) k]
          simp only [Nat.add_sub_cancel]
      -- lower the second index of `m I(n,m)` by the ket rule
      have e2 : (m : R) * I n m = m * (D * I n (m - 1)
          + ((m - 1 : ℕ) : R) * B' * I n (m - 1 - 1) + n * G * I (n - 1) (m - 1)) := by
        rcases m with _ | j
        · simp
        · rw [hk n j]
          simp only [Nat.add_sub_cancel]
      -- the bra rule two rows below the target
      have e3 : (m : R) * I (n + 1) (m - 1) = m * (C * I n (m - 1)
          + n * B * I (n - 1) (m - 1) + ((m - 1 : ℕ) : R) * G * I n (m - 1 - 1)) := by
        rcases m with _ | j
        · simp
        · simp only [Nat.add_sub_cancel]
          rw [ih j (by omega) n]
      have k1 := hk (n + 1) m
      simp only [Nat.add_sub_cancel, Nat.cast_add, Nat.cast_one] at k1 ⊢
      -- the two terms `n m G² I(n-1,m-1)` cancel
      linear_combination k1 + D * ih m (by omega) n + B' * e3 - C * hk n m
        - n * B * hk (n - 1) m + G * e1 - G * e2
```

After the case split, `m` denotes the row below the target row `m + 1`, as in the derivation by hand. The equation `e1` lowers the first index of $n\,I(n,m)$ by the bra rule, and `e2` lowers the second index of $m\,I(n,m)$ by the ket rule. The factors $n$ and $m$ let both equations hold at zero as well, where there is no index to lower. The equation `e3` is the bra rule in row $m-1$, multiplied by $m$, and `k1` is the initial ket step.

The final `linear_combination` lists the substitutions made by hand. `D * ih m` and `B' * e3` insert the bra rule in the two lower rows. The terms with `hk n m` and `hk (n - 1) m` rebuild the integrals in row $m+1$. The difference `G * e1 - G * e2` evaluates $X$ and contains the cancellation.

## A table for every choice of coefficients

The function `edge` generates $I(n,0)$ from a starting value `s`. Its last line is (1) with $n$ replaced by $n+1$, which accounts for the factor $n+1$.

```lean
/-- The edge integrals `I(n,0)` generated from the starting value `s` by the bra recurrence. -/
def edge (B C s : R) : ℕ → R
  | 0 => s
  | 1 => C * s
  | n + 2 => C * edge B C s (n + 1) + ((n : R) + 1) * B * edge B C s n
```

`braFirst` begins with this edge and raises the ket index by (2). The lines for `1` and `m + 2` are the first ket step and the general one.

```lean
/-- The table filled bra-first: the edge `m = 0` is generated from the starting value `s`,
and then the second index is raised by the ket recurrence. -/
def braFirst (B B' C D G s : R) : ℕ → ℕ → R
  | n, 0 => edge B C s n
  | n, 1 => D * edge B C s n + (n : R) * G * edge B C s (n - 1)
  | n, m + 2 => D * braFirst B B' C D G s n (m + 1)
      + ((m : R) + 1) * B' * braFirst B B' C D G s n m
      + (n : R) * G * braFirst B B' C D G s (n - 1) (m + 1)
```

The theorem `braFirst_witness` confirms that this table obeys both hypotheses and starts at `s`, whatever the coefficients are. The hypotheses of the main theorem therefore place no restriction on the five coefficients or on $I(0,0)$. The proof splits off the first step of each recurrence and unfolds the definitions.

```lean
/-- For all coefficients and every starting value `s`, the table filled bra-first obeys the
edge recurrence and the ket recurrence, and its entry at `(0,0)` is `s`. -/
theorem braFirst_witness (B B' C D G s : R) :
    BraEdge B C (braFirst B B' C D G s) ∧ KetStep B' D G (braFirst B B' C D G s) ∧
      braFirst B B' C D G s 0 0 = s := by
  refine ⟨?_, ?_, ?_⟩
  · intro n
    rcases n with _ | n <;> simp [braFirst, edge]
  · intro n m
    rcases m with _ | m <;> simp [braFirst]
  · simp [braFirst, edge]
```

## Uniqueness and the exchange of the two indices

`table_unique` states that the coefficients and the entry at $(0,0)$ fix every integral. The auxiliary statement `he` proves equality along the edge by strong induction. A second strong induction, on `m`, then proceeds row by row: each ket step refers only to rows where equality is already known.

```lean
/-- Two tables that obey the same edge recurrence and the same ket recurrence, and that agree
at `(0,0)`, agree everywhere. -/
theorem table_unique {B B' C D G : R} {I J : ℕ → ℕ → R}
    (hI : BraEdge B C I) (kI : KetStep B' D G I)
    (hJ : BraEdge B C J) (kJ : KetStep B' D G J) (h : I 0 0 = J 0 0) (n m : ℕ) :
    I n m = J n m := by
  -- first along the edge
  have he : ∀ n, I n 0 = J n 0 := by
    intro n
    induction n using Nat.strong_induction_on with
    | _ n ih =>
      rcases n with _ | n
      · exact h
      · rw [hI n, hJ n, ih n (by omega), ih (n - 1) (by omega)]
  -- then row by row
  induction m using Nat.strong_induction_on generalizing n with
  | _ m ih =>
    rcases m with _ | m
    · exact he n
    · rw [kI n m, kJ n m, ih m (by omega) n, ih (m - 1) (by omega) n,
        ih m (by omega) (n - 1)]
```

In `braFirst_eq_ketFirst`, the right-hand side `braFirst B' B D C G s m n` is the ket-first value of $I(n,m)$: the indices are exchanged, and so are the coefficients that belong to them. The coupling `G` and the starting value `s` stay in place.

```lean
/-- Path independence: filling the table bra-first gives the same integrals as filling it
ket-first, that is, with the roles of the two indices and of their coefficients exchanged. -/
theorem braFirst_eq_ketFirst (B B' C D G s : R) (n m : ℕ) :
    braFirst B B' C D G s n m = braFirst B' B D C G s m n := by
  obtain ⟨h0, hk, hs⟩ := braFirst_witness B B' C D G s
  obtain ⟨h0', hk', hs'⟩ := braFirst_witness B' B D C G s
  have edge' : BraEdge B C (fun n m => braFirst B' B D C G s m n) := by
    intro n
    simpa using hk' 0 n
  -- the main theorem supplies the ket recurrence of the exchanged table
  have ket' : KetStep B' D G (fun n m => braFirst B' B D C G s m n) :=
    fun n m => braStep_of_ketStep h0' hk' m n
  exact table_unique h0 hk edge' ket' (hs.trans hs'.symm) n m
```

The proof views the right-hand side as a table in the original order of indices. Its edge recurrence, `edge'`, is the exchanged ket rule at index zero. Its ket recurrence, `ket'`, is what `braStep_of_ketStep` yields for the exchanged table. Both tables start at `s`, so `table_unique` identifies them.

## Unequal couplings and zero coupling

`coupling_unique` assumes both full recurrences, with possibly different couplings. Its conclusion keeps the factor $I(0,0)$, because cancellation can fail in a general ring. The equations `a` and `b` are the two expressions for $I(1,1)$, while `c` and `d` give $I(0,1)$ and $I(1,0)$. Their linear combination removes the terms with $CD$.

```lean
/-- If a table obeys the ket recurrence with coupling `G` and the bra recurrence with
coupling `G'`, then `G I(0,0) = G' I(0,0)`. -/
theorem coupling_unique {B B' C D G G' : R} {I : ℕ → ℕ → R}
    (hk : KetStep B' D G I) (hb : BraStep B C G' I) : G * I 0 0 = G' * I 0 0 := by
  -- compute `I(1,1)` along both paths
  have a := hk 1 0
  have b := hb 0 1
  have c := hk 0 0
  have d := hb 0 0
  simp at a b c d
  linear_combination b - a + C * c - D * d
```

The factorisation theorem needs only the ket recurrence with coupling `0`; the edge $I(n,0)$ may be arbitrary. It is stated as a product, so no division by $I(0,0)$ is required. In the inductive step, the proof multiplies the ket rule at bra index $n$ by $I(0,0)$, subtracts the rule at bra index $0$ multiplied by $I(n,0)$, and uses the factorisation in the two preceding rows.

```lean
/-- If the ket recurrence holds with zero coupling, the integrals factorise into a bra part
and a ket part: `I(n,m) I(0,0) = I(n,0) I(0,m)`. -/
theorem factorises_of_uncoupled {B' D : R} {I : ℕ → ℕ → R}
    (hk : KetStep B' D 0 I) (n m : ℕ) : I n m * I 0 0 = I n 0 * I 0 m := by
  induction m using Nat.strong_induction_on with
  | _ m ih =>
    rcases m with _ | m
    · rfl
    · linear_combination I 0 0 * hk n m - I n 0 * hk 0 m + D * ih m (by omega)
        + m * B' * ih (m - 1) (by omega)

end RysPathIndependence
```

```lean
#print axioms RysPathIndependence.braFirst_eq_ketFirst
#print axioms RysPathIndependence.coupling_unique
#print axioms RysPathIndependence.factorises_of_uncoupled
```

```
'RysPathIndependence.braFirst_eq_ketFirst' depends on axioms: [propext, Classical.choice, Quot.sound]
'RysPathIndependence.coupling_unique' depends on axioms: [propext]
'RysPathIndependence.factorises_of_uncoupled' depends on axioms: [propext, Quot.sound]
```
